# An invertible real deformation gradient is a unique orthogonal matrix times a unique stretch

Let $F$ be a real $n\times n$ matrix with $\det F\neq 0$. There is exactly one pair $(R,U)$ with

$$F = R\,U,\qquad R^{\mathsf T}R = 1,\qquad U^{\mathsf T}=U,\qquad x\cdot Ux>0 \ \text{ for all } x\neq 0 .$$

For this pair $U^2=F^{\mathsf T}F$, and $\det R=1$ exactly when $\det F>0$.

In elasticity $F$ maps material line elements to deformed ones, $U$ is the right stretch tensor, and $R$ is a rotation, combined with a reflection if $\det F<0$. The condition $\det F\neq0$ says that no volume element is flattened to zero volume.

## Removing the rotation from a deformed cell

A variable-cell simulation often has to compare two cells. If the columns of $h$ and $h'$ are the old and new lattice vectors, then $F=h'h^{-1}$. This matrix mixes a change of shape with a change of orientation. The cell $Uh$ has the same edge lengths and angles as $h'=RUh$, so $U$ carries the shape change alone. Strain measures such as $U-1$ or $\tfrac12(U^2-1)$ are therefore insensitive to how the new cell happens to be oriented.

For a homogeneously deformed crystal without external fields, a rotation-invariant total energy, from electronic structure or from a force field, takes the same value at $F$ and at $U$ when $\det F>0$.

In code, the factors can be computed from a singular value decomposition $F=P\Sigma Q^{\mathsf T}$, with $R=PQ^{\mathsf T}$ and $U=Q\Sigma Q^{\mathsf T}$. Diagonalising $F^{\mathsf T}F$ also works, but it squares the condition number. Uniqueness means that both routes aim at the same matrices, whatever signs or ordering the eigensolver chooses. If $\det F<0$, the resulting $R$ is improper. Routines that then flip the sign of a singular value to force a proper rotation return a $U$ that is no longer positive definite, and hence a different factorisation.

## Square root, rotation and orientation

Call a real symmetric positive definite matrix a *stretch*.

**The matrix $C=F^{\mathsf T}F$ is a stretch.** It is symmetric. For $x\neq0$ we have $Fx\neq0$, because $F$ is invertible, so $x\cdot Cx=(Fx)\cdot(Fx)>0$.

**It has a square root that is a stretch.** The spectral theorem gives $C=V\,\mathrm{diag}(d)\,V^{\mathsf T}$ with $V^{\mathsf T}V=1$. With $e_i$ the $i$-th unit vector, $d_i=(Ve_i)\cdot C(Ve_i)>0$. Put

$$U=V\,\mathrm{diag}(\sqrt{d_i})\,V^{\mathsf T}.$$

This is symmetric and positive definite, and since $V^{\mathsf T}V=1$,

$$U^2=V\,\mathrm{diag}(\sqrt{d_i})\,\mathrm{diag}(\sqrt{d_i})\,V^{\mathsf T}=C .$$

**The remaining factor is orthogonal.** The determinant of $U$ is the product of its positive eigenvalues, so $U$ is invertible. Set $R=FU^{-1}$. Then $RU=F$ and

$$R^{\mathsf T}R=U^{-1}F^{\mathsf T}F\,U^{-1}=U^{-1}U^2U^{-1}=1 .$$

**The stretch is unique.** Any factorisation $F=R'W$ of the required kind satisfies $F^{\mathsf T}F=WR'^{\mathsf T}R'W=W^2$, so $W^2=U^2$. Let $D=U-W$, which is symmetric. Then

$$UD+DW=U^2-UW+UW-W^2=0 .$$

Multiply by $D$ from the left, take the trace, and use $\operatorname{tr}(DDW)=\operatorname{tr}(DWD)$:

$$\operatorname{tr}(DUD)+\operatorname{tr}(DWD)=0 .$$

If $D_j$ denotes the $j$-th column of $D$, the first trace is $\sum_j D_j\cdot UD_j$, and the second has the same form with $W$. If $D\neq0$, some column is nonzero and both traces are positive, a contradiction. Hence $W=U$, and $R'=FU^{-1}=R$.

**The orientation follows from determinants.** From $R^{\mathsf T}R=1$ we get $(\det R)^2=1$, so $\det R=\pm1$. Since $\det F=\det R\,\det U$ with $\det U>0$, the signs of $\det F$ and $\det R$ agree.

**The left form uses the same $R$.** Because $R$ is square, $RR^{\mathsf T}=1$ as well. Thus $F=(RUR^{\mathsf T})R$, where $RUR^{\mathsf T}$ is a stretch and

$$(RUR^{\mathsf T})^2=RU^2R^{\mathsf T}=FF^{\mathsf T}.$$

**A planar example.** Stretching by 1 and 2 along the axes and then making a quarter turn gives

$$\begin{pmatrix}0&-2\\1&0\end{pmatrix}=\begin{pmatrix}0&-1\\1&0\end{pmatrix}\begin{pmatrix}1&0\\0&2\end{pmatrix}.$$

Here $F^{\mathsf T}F=\mathrm{diag}(1,4)$, while $FF^{\mathsf T}=\mathrm{diag}(4,1)$: the left stretch is the right stretch turned with the body.

## The Lean file

```lean
import Mathlib

open Matrix

namespace PolarDecomposition

variable {n : Type*} [Fintype n] [DecidableEq n]

/-- A stretch tensor: a real symmetric positive definite matrix. -/
def IsStretch (U : Matrix n n ℝ) : Prop :=
  Uᵀ = U ∧ ∀ x : n → ℝ, x ≠ 0 → 0 < x ⬝ᵥ U *ᵥ x

/-- `F = R U` with `R` orthogonal and `U` a stretch tensor. -/
def IsPolar (F R U : Matrix n n ℝ) : Prop :=
  Rᵀ * R = 1 ∧ IsStretch U ∧ F = R * U

/-- A stretch tensor `A` stays a stretch tensor under the change of variables
`Mᵀ A M` with `M` invertible. -/
theorem IsStretch.congr {A M N : Matrix n n ℝ} (hA : IsStretch A) (hM : N * M = 1) :
    IsStretch (Mᵀ * A * M) := by
  refine ⟨?_, fun x hx => ?_⟩
  · rw [transpose_mul, transpose_mul, transpose_transpose, hA.1, Matrix.mul_assoc]
  · have hMx : M *ᵥ x ≠ 0 := by
      intro h
      apply hx
      calc x = (N * M) *ᵥ x := by rw [hM, one_mulVec]
        _ = 0 := by rw [← mulVec_mulVec, h, mulVec_zero]
    have e : x ⬝ᵥ (Mᵀ * A * M) *ᵥ x = (M *ᵥ x) ⬝ᵥ A *ᵥ (M *ᵥ x) := by
      rw [← mulVec_mulVec, ← mulVec_mulVec, Matrix.dotProduct_mulVec x, vecMul_transpose]
    rw [e]
    exact hA.2 _ hMx

/-- A diagonal matrix with positive entries is a stretch tensor. -/
theorem isStretch_diagonal {d : n → ℝ} (hd : ∀ i, 0 < d i) : IsStretch (diagonal d) := by
  refine ⟨diagonal_transpose d, fun x hx => ?_⟩
  obtain ⟨i, hi⟩ := Function.ne_iff.mp hx
  have hi' : x i ≠ 0 := hi
  have e : ∀ j, x j * (d j * x j) = d j * x j ^ 2 := fun j => by ring
  simp only [dotProduct, mulVec_diagonal, e]
  exact Finset.sum_pos' (fun j _ => mul_nonneg (hd j).le (sq_nonneg _))
    ⟨i, Finset.mem_univ i, mul_pos (hd i) (by positivity)⟩

/-- Principal stretches: a stretch tensor is diagonal in an orthonormal frame, with
positive diagonal entries. -/
theorem IsStretch.principal {A : Matrix n n ℝ} (hA : IsStretch A) :
    ∃ (V : Matrix n n ℝ) (d : n → ℝ),
      Vᵀ * V = 1 ∧ (∀ i, 0 < d i) ∧ A = V * diagonal d * Vᵀ := by
  have hH : A.IsHermitian := (conjTranspose_eq_transpose_of_trivial A).trans hA.1
  obtain ⟨V, d, hV, hAV⟩ : ∃ (V : Matrix n n ℝ) (d : n → ℝ),
      Vᵀ * V = 1 ∧ A = V * diagonal d * Vᵀ := by
    refine ⟨hH.eigenvectorUnitary, hH.eigenvalues, ?_, ?_⟩
    · have h := Unitary.coe_star_mul_self hH.eigenvectorUnitary
      rwa [star_eq_conjTranspose, conjTranspose_eq_transpose_of_trivial] at h
    · have h := hH.spectral_theorem
      rw [Unitary.conjStarAlgAut_apply] at h
      exact h
  refine ⟨V, d, hV, fun i => ?_, hAV⟩
  -- the diagonal matrix is `Vᵀ A V`, hence itself positive definite
  have e : Vᵀ * A * V = diagonal d := by
    calc Vᵀ * A * V = (Vᵀ * V) * diagonal d * (Vᵀ * V) := by
          rw [hAV]; noncomm_ring
      _ = diagonal d := by rw [hV, one_mul, mul_one]
  have hd := hA.congr hV
  rw [e] at hd
  have h := hd.2 (Pi.single i 1) (by simp)
  simpa [mulVec_diagonal] using h

/-- A stretch tensor has positive determinant. -/
theorem IsStretch.det_pos {A : Matrix n n ℝ} (hA : IsStretch A) : 0 < A.det := by
  obtain ⟨V, d, hV, hd, h⟩ := hA.principal
  have hdet : V.det * V.det = 1 := by
    have := congrArg Matrix.det hV
    rwa [det_mul, det_transpose, det_one] at this
  have e : A.det = ∏ i, d i := by
    rw [h, det_mul, det_mul, det_transpose, det_diagonal]
    linear_combination (∏ i, d i) * hdet
  rw [e]
  exact Finset.prod_pos fun i _ => hd i

omit [DecidableEq n] in
/-- For a stretch tensor `U` and a nonzero matrix `D`, the trace of `Dᵀ U D` is positive. -/
theorem IsStretch.trace_pos {U D : Matrix n n ℝ} (hU : IsStretch U) (hD : D ≠ 0) :
    0 < (Dᵀ * (U * D)).trace := by
  -- the trace is the sum of the quadratic form over the columns of `D`
  have e : (Dᵀ * (U * D)).trace = ∑ j, (fun i => D i j) ⬝ᵥ U *ᵥ (fun i => D i j) := by
    simp only [trace, diag_apply, mul_apply, transpose_apply, dotProduct, mulVec]
  obtain ⟨j, hj⟩ : ∃ j, (fun i => D i j) ≠ 0 := by
    by_contra hcon
    push Not at hcon
    exact hD (by ext i j; exact congrFun (hcon j) i)
  rw [e]
  refine Finset.sum_pos' (fun k _ => ?_) ⟨j, Finset.mem_univ j, hU.2 _ hj⟩
  by_cases hk : (fun i => D i k) = 0
  · rw [hk, zero_dotProduct]
  · exact (hU.2 _ hk).le

/-- Two stretch tensors with the same square are equal. -/
theorem IsStretch.eq_of_sq_eq {U W : Matrix n n ℝ} (hU : IsStretch U) (hW : IsStretch W)
    (h : U * U = W * W) : U = W := by
  by_contra hne
  have hD : U - W ≠ 0 := sub_ne_zero.mpr hne
  have hs : (U - W)ᵀ = U - W := by rw [transpose_sub, hU.1, hW.1]
  have h1 := hU.trace_pos hD
  have h2 := hW.trace_pos hD
  rw [hs] at h1 h2
  -- `U D + D W = U² - W² = 0` for the difference `D = U - W`
  have h0 : U * (U - W) + (U - W) * W = 0 := by
    calc U * (U - W) + (U - W) * W = U * U - W * W := by noncomm_ring
      _ = 0 := by rw [h, sub_self]
  have h3 : ((U - W) * (U * (U - W))).trace + ((U - W) * (W * (U - W))).trace = 0 := by
    rw [← Matrix.mul_assoc (U - W) W (U - W), trace_mul_comm ((U - W) * W) (U - W),
      ← trace_add, ← Matrix.mul_add, h0, Matrix.mul_zero, trace_zero]
  linarith

/-- Polar decomposition: an invertible deformation gradient `F` is `R U` for exactly one
orthogonal `R` and stretch tensor `U`; moreover `U² = Fᵀ F`, and `det R = 1` exactly when
`det F > 0`. -/
theorem polar_decomposition (F : Matrix n n ℝ) (hF : F.det ≠ 0) :
    (∃! p : Matrix n n ℝ × Matrix n n ℝ, IsPolar F p.1 p.2) ∧
      ∀ R U, IsPolar F R U → U * U = Fᵀ * F ∧ (R.det = 1 ↔ 0 < F.det) := by
  have hsq : ∀ R U, IsPolar F R U → U * U = Fᵀ * F := by
    rintro R U ⟨hR, hU, h⟩
    calc U * U = U * (Rᵀ * R) * U := by rw [hR, mul_one]
      _ = Fᵀ * F := by rw [h, transpose_mul, hU.1]; noncomm_ring
  refine ⟨?_, fun R U hp => ⟨hsq R U hp, ?_⟩⟩
  · -- `U` is the square root of `Fᵀ F`, built from its principal values
    have hC : IsStretch (Fᵀ * F) := by
      have h1 : IsStretch (1 : Matrix n n ℝ) := by
        rw [← diagonal_one]
        exact isStretch_diagonal fun _ => one_pos
      have h2 := h1.congr (nonsing_inv_mul F (isUnit_iff_ne_zero.mpr hF))
      rwa [mul_one] at h2
    obtain ⟨V, d, hV, hd, hCV⟩ := hC.principal
    obtain ⟨U, hU, hUU⟩ : ∃ U, IsStretch U ∧ U * U = Fᵀ * F := by
      refine ⟨V * diagonal (fun i => √(d i)) * Vᵀ, ?_, ?_⟩
      · have h := (isStretch_diagonal fun i => Real.sqrt_pos.mpr (hd i)).congr
          (mul_eq_one_comm.mp hV)
        rwa [transpose_transpose] at h
      · have hs : diagonal (fun i => √(d i)) * diagonal (fun i => √(d i)) = diagonal d := by
          rw [diagonal_mul_diagonal]
          congr 1
          funext i
          exact Real.mul_self_sqrt (hd i).le
        calc _ = V * (diagonal (fun i => √(d i)) * (Vᵀ * V) *
                diagonal (fun i => √(d i))) * Vᵀ := by noncomm_ring
          _ = Fᵀ * F := by rw [hV, mul_one, hs, hCV]
    have hUN : U * U⁻¹ = 1 := mul_nonsing_inv U (isUnit_iff_ne_zero.mpr hU.det_pos.ne')
    have hNU : U⁻¹ * U = 1 := mul_eq_one_comm.mp hUN
    have hNt : (U⁻¹)ᵀ * U = 1 := by
      have h := congrArg Matrix.transpose hUN
      rwa [transpose_mul, hU.1, transpose_one] at h
    refine ⟨(F * U⁻¹, U), ⟨?_, hU, ?_⟩, ?_⟩
    · calc (F * U⁻¹)ᵀ * (F * U⁻¹) = (U⁻¹)ᵀ * (Fᵀ * F) * U⁻¹ := by
            rw [transpose_mul]; simp only [Matrix.mul_assoc]
        _ = ((U⁻¹)ᵀ * U) * (U * U⁻¹) := by rw [← hUU]; simp only [Matrix.mul_assoc]
        _ = 1 := by rw [hNt, hUN, mul_one]
    · change F = F * U⁻¹ * U
      rw [Matrix.mul_assoc, hNU, mul_one]
    · rintro ⟨R', U'⟩ hp
      have hU' : U' = U := hp.2.1.eq_of_sq_eq hU ((hsq R' U' hp).trans hUU.symm)
      have hF' : F = R' * U' := hp.2.2
      have hR' : R' = F * U⁻¹ := by
        rw [hF', hU', Matrix.mul_assoc, hUN, mul_one]
      exact Prod.ext hR' hU'
  · -- `det F = det R * det U` with `det U > 0` and `det R = ±1`
    obtain ⟨hR, hU, h⟩ := hp
    have hdet : R.det * R.det = 1 := by
      have := congrArg Matrix.det hR
      rwa [det_mul, det_transpose, det_one] at this
    have hpos := hU.det_pos
    rw [h, det_mul]
    constructor
    · intro h1
      rwa [h1, one_mul]
    · intro h1
      have h2 : 0 < R.det := pos_of_mul_pos_left h1 hpos.le
      nlinarith

/-- The same `R` gives the left decomposition `F = (R U Rᵀ) R`, in which `R U Rᵀ` is a
stretch tensor with square `F Fᵀ`. -/
theorem left_polar {F R U : Matrix n n ℝ} (h : IsPolar F R U) :
    IsStretch (R * U * Rᵀ) ∧ F = R * U * Rᵀ * R ∧
      (R * U * Rᵀ) * (R * U * Rᵀ) = F * Fᵀ := by
  obtain ⟨hR, hU, hF⟩ := h
  refine ⟨?_, ?_, ?_⟩
  · have h := hU.congr (mul_eq_one_comm.mp hR)
    rwa [transpose_transpose] at h
  · rw [Matrix.mul_assoc, hR, mul_one, hF]
  · calc (R * U * Rᵀ) * (R * U * Rᵀ) = R * U * (Rᵀ * R) * U * Rᵀ := by
          simp only [Matrix.mul_assoc]
      _ = F * Fᵀ := by
          rw [hR, mul_one, hF, transpose_mul, hU.1]; simp only [Matrix.mul_assoc]

/-- A planar instance: stretching by 1 and 2 along the axes, followed by a quarter turn. -/
theorem isPolar_witness :
    IsPolar !![0, -2; 1, 0] !![0, -1; 1, 0] (diagonal ![(1 : ℝ), 2]) := by
  refine ⟨?_, isStretch_diagonal fun i => ?_, ?_⟩
  · ext i j
    fin_cases i <;> fin_cases j <;> simp [Matrix.mul_apply, Fin.sum_univ_succ]
  · fin_cases i <;> simp
  · ext i j
    fin_cases i <;> fin_cases j <;> simp [Matrix.mul_apply, Fin.sum_univ_succ]

end PolarDecomposition
```

```lean
#print axioms PolarDecomposition.polar_decomposition
#print axioms PolarDecomposition.left_polar
```

```
'PolarDecomposition.polar_decomposition' depends on axioms: [propext, Classical.choice, Quot.sound]
'PolarDecomposition.left_polar' depends on axioms: [propext, Classical.choice, Quot.sound]
```

## The theorem in words

The type `n` is any finite index set; a crystal in space has three indices. `Matrix n n ℝ` holds the components of a tensor in one fixed orthonormal frame. In `IsStretch U`, the expression `x ⬝ᵥ U *ᵥ x` is $x\cdot(Ux)$, and symmetry is a separate condition. `IsPolar F R U` collects the three requirements on a factorisation, with the stretch acting first and $R$ second.

The theorem `polar_decomposition` takes `F` and the hypothesis `F.det ≠ 0`. Its first part, written with `∃!`, says that exactly one pair `p` satisfies `IsPolar F p.1 p.2`. Its second part says that every such pair has `U * U = Fᵀ * F` and obeys the equivalence `R.det = 1 ↔ 0 < F.det`. The left form is stated separately in `left_polar`, and the planar example is `isPolar_witness`.

The theorem treats one matrix at one material point. It does not ask whether a field of such matrices is the gradient of a map from material to deformed positions. It concerns exact real numbers, and gives no bound on rounding errors or on the sensitivity of $R$ when $F$ is nearly singular. Reflections are admitted, although a continuous motion starting from the undeformed body, with $F$ invertible throughout, keeps $\det F>0$.

A narrower model would assume $\det F>0$ and require $R$ to be a proper rotation from the start. The determinant criterion would then be absorbed into the existence claim, and the type of $R$ would exclude improper factors. The price is that a cell whose lattice vectors have changed handedness would fall outside the statement; here it is covered, and $\det R=-1$ reports it.

## How the lemmas follow the derivation

- `IsStretch.congr` shows that $M^{\mathsf T}AM$ is a stretch when $A$ is one and $M$ has a left inverse `N`. With $A=1$ and $M=F$ it yields the first step; with $M=V^{\mathsf T}$ it turns the diagonal stretch from `isStretch_diagonal` into the square root.
- `IsStretch.principal` takes the eigenvectors and eigenvalues from Mathlib's spectral theorem. It proves $d_i>0$ by testing $V^{\mathsf T}AV$ on the unit vector `Pi.single i 1`.
- `IsStretch.det_pos` writes the determinant as the product of the $d_i$.
- `IsStretch.trace_pos` expands the trace over the columns of $D$, and `IsStretch.eq_of_sq_eq` runs the uniqueness argument. There `h0` is $UD+DW=0$, `h3` is the vanishing sum of traces, and `linarith` finds the contradiction with their positivity.

The main proof first establishes `hsq`, the identity $U^2=F^{\mathsf T}F$ for any admissible pair. This is one of the stated conclusions, and it also feeds the uniqueness argument. The proof then builds $U$, verifies the pair `(F * U⁻¹, U)`, and compares an arbitrary pair `(R', U')` with it. In the determinant part, the final `nlinarith` deduces $\det R=1$ from $(\det R)^2=1$ and $\det R>0$.
